# The J = 1 levels of a rigid rotor are B+C, A+C and A+B, distinct exactly when A, B, C are

To extract rotational constants from the $J=1$ energies of a rigid nonlinear molecule, measured from the $J=0$ level, I set $E_x=B+C$, $E_y=A+C$, $E_z=A+B$ and solve, for example $A=(E_y+E_z-E_x)/2$. This rests on $A L_x^2+B L_y^2+C L_z^2$ being diagonal in the Cartesian basis. I also take three different levels to mean three different constants, and conversely. Can both claims be made rigorous and machine-checked, starting from the matrices $(L_a)_{bc}=-i\varepsilon_{abc}$ and with "level" meaning a true eigenvalue?

## Each squared component is a projector

Yes. Let $e_a$ be the unit vector along axis $a$. The matrix definition says $L_a v=i\,e_a\times v$, so

$$L_a^2v=-e_a\times(e_a\times v)=v-e_a(e_a\cdot v).$$

Thus $L_a^2$ projects onto the plane perpendicular to axis $a$: it is diagonal, with entry 0 on axis $a$ and 1 on the other two. Adding the weighted squares gives

$$H=A\,\mathrm{diag}(0,1,1)+B\,\mathrm{diag}(1,0,1)+C\,\mathrm{diag}(1,1,0)=\mathrm{diag}(B+C,\;A+C,\;A+B).$$

The matrices are angular momenta in units of $\hbar$, so as energies the constants are $A=\hbar^2/(2I_x)$, $B=\hbar^2/(2I_y)$ and $C=\hbar^2/(2I_z)$, with $I_x,I_y,I_z$ the principal moments of inertia. For $a,b,c$ in cyclic order, the Jacobi identity for the cross product gives

$$[L_a,L_b]v=-(e_a\times e_b)\times v=-e_c\times v=iL_cv.$$

## Counting levels by counting constants

Write $d_a$ for the diagonal entries of $H$. If $Hv=Ev$ with $v\neq0$, some component $v_a$ is nonzero, and $d_av_a=Ev_a$ forces $E=d_a$. Conversely, $e_a$ is an eigenvector with eigenvalue $d_a$. The levels are therefore exactly the diagonal entries.

With $S=A+B+C$, these entries are $S-A$, $S-B$ and $S-C$. Since $t\mapsto S-t$ is injective, there are as many different levels as different constants. There are three precisely when $A,B,C$ are pairwise distinct. For $A=B$ the levels are $A+C$ and $2A$, which differ precisely when $A\neq C$.

## What the Lean statements say

Axes $x,y,z$ are `0, 1, 2` in `Fin 3`, where addition is modulo 3, so `a + 1` and `a + 2` follow `a` in cyclic order. `eps` is the Levi-Civita symbol, `L a` the matrix $L_a$, and `rotor A B C` the Hamiltonian $H$. The constants are arbitrary reals, with no ordering or positivity assumed.

`levels A B C` is the set of complex $E$ for which $Hv=Ev$ has a nonzero solution; that the levels are real is a result, not an assumption. `ncard` counts the elements of this set, so a degenerate level counts once. `three_levels_iff` is the criterion for three levels, and `symmetric_top_two_levels_iff` treats $A=B$.

The model is the three-dimensional $J=1$ block of a rigid rotor, without centrifugal distortion or coupling to vibration; within it, the result gives exact values against which a numerical diagonalisation can be compared. Orientation in space repeats each eigenvalue of the block, counted with its multiplicity, three times; this degeneracy is not represented. Neither is electronic or nuclear spin: in molecules with identical nuclei, spin statistics can forbid some of these levels. The components of the angular momentum along molecule-fixed axes obey commutators of the opposite sign; replacing $L_a$ by $-L_a$ accounts for this and leaves the squares unchanged.

```lean
import Mathlib

open Matrix

namespace RigidRotorLevels

noncomputable section

/-- The Levi-Civita symbol on three axes: `1` for cyclic order, `-1` for anticyclic order,
and `0` when an index repeats. -/
def eps (a b c : Fin 3) : ℂ :=
  if b = a + 1 ∧ c = a + 2 then 1 else if b = a + 2 ∧ c = a + 1 then -1 else 0

/-- The Cartesian angular momentum matrices `(L_a)_bc = -i ε_abc`, with axes
`x, y, z` numbered `0, 1, 2`. -/
def L (a : Fin 3) : Matrix (Fin 3) (Fin 3) ℂ :=
  Matrix.of fun b c => -Complex.I * eps a b c

/-- The rotor Hamiltonian `A L_x² + B L_y² + C L_z²`. -/
def rotor (A B C : ℝ) : Matrix (Fin 3) (Fin 3) ℂ :=
  (A : ℂ) • L 0 ^ 2 + (B : ℂ) • L 1 ^ 2 + (C : ℂ) • L 2 ^ 2

/-- The energy levels of the rotor: all `E` for which `H v = E v` has a nonzero solution. -/
def levels (A B C : ℝ) : Set ℂ :=
  {E | ∃ v : Fin 3 → ℂ, v ≠ 0 ∧ rotor A B C *ᵥ v = E • v}

/-- The angular momentum commutation relations `[L_a, L_b] = i L_c` for `a, b, c` in
cyclic order. -/
theorem L_commutator (a : Fin 3) :
    L a * L (a + 1) - L (a + 1) * L a = Complex.I • L (a + 2) := by
  ext i j
  fin_cases a <;> fin_cases i <;> fin_cases j <;>
    simp [L, eps, Matrix.mul_apply]

/-- The square of `L_a` is diagonal, with entry `0` on axis `a` and `1` on the other two axes. -/
theorem L_sq (a : Fin 3) :
    L a ^ 2 = Matrix.diagonal fun b => if b = a then (0 : ℂ) else 1 := by
  ext i j
  fin_cases a <;> fin_cases i <;> fin_cases j <;>
    simp [L, eps, pow_two, Matrix.mul_apply]

/-- The rotor Hamiltonian is diagonal in the Cartesian basis, with entries
`B + C`, `A + C`, `A + B`. -/
theorem rotor_eq_diagonal (A B C : ℝ) :
    rotor A B C = Matrix.diagonal ![(B : ℂ) + C, (A : ℂ) + C, (A : ℂ) + B] := by
  rw [rotor, L_sq, L_sq, L_sq]
  ext i j
  fin_cases i <;> fin_cases j <;> simp

/-- The eigenvalues of a diagonal matrix are exactly its diagonal entries. -/
theorem diagonal_eigenvalue_iff (d : Fin 3 → ℂ) (E : ℂ) :
    (∃ v : Fin 3 → ℂ, v ≠ 0 ∧ Matrix.diagonal d *ᵥ v = E • v) ↔ ∃ i, d i = E := by
  constructor
  · rintro ⟨v, hv, h⟩
    -- a nonzero component of the eigenvector singles out one diagonal entry
    obtain ⟨i, hi⟩ := Function.ne_iff.mp hv
    have hi' : v i ≠ 0 := hi
    have h1 := congrFun h i
    rw [Matrix.mulVec_diagonal, Pi.smul_apply, smul_eq_mul] at h1
    exact ⟨i, mul_right_cancel₀ hi' h1⟩
  · rintro ⟨i, rfl⟩
    -- the basis vector along axis `i` is an eigenvector
    refine ⟨Pi.single i 1, fun h => ?_, ?_⟩
    · have h1 := congrFun h i
      simp at h1
    · funext j
      rw [Matrix.mulVec_diagonal, Pi.smul_apply, smul_eq_mul]
      by_cases hj : j = i
      · rw [hj]
      · simp [hj]

/-- The energy levels of the rotor are `B + C`, `A + C` and `A + B`. -/
theorem mem_levels (A B C : ℝ) (E : ℂ) :
    E ∈ levels A B C ↔ E = (B : ℂ) + C ∨ E = (A : ℂ) + C ∨ E = (A : ℂ) + B := by
  unfold levels
  rw [Set.mem_ofPred_eq, rotor_eq_diagonal, diagonal_eigenvalue_iff]
  constructor
  · rintro ⟨i, e⟩
    fin_cases i
    · exact Or.inl e.symm
    · exact Or.inr (Or.inl e.symm)
    · exact Or.inr (Or.inr e.symm)
  · rintro (h | h | h)
    · exact ⟨0, h.symm⟩
    · exact ⟨1, h.symm⟩
    · exact ⟨2, h.symm⟩

/-- The rotor has as many different energy levels as there are different values among
`A`, `B`, `C`. -/
theorem ncard_levels (A B C : ℝ) :
    (levels A B C).ncard = ({A, B, C} : Set ℝ).ncard := by
  -- each level is `A + B + C` minus one of the three constants
  have himage : levels A B C =
      (fun x : ℝ => ((A + B + C - x : ℝ) : ℂ)) '' {A, B, C} := by
    ext E
    rw [mem_levels]
    constructor
    · rintro (h | h | h)
      · exact ⟨A, by simp, by rw [h]; push_cast; ring⟩
      · exact ⟨B, by simp, by rw [h]; push_cast; ring⟩
      · exact ⟨C, by simp, by rw [h]; push_cast; ring⟩
    · rintro ⟨x, hx, rfl⟩
      simp only [Set.mem_insert_iff, Set.mem_singleton_iff] at hx
      rcases hx with h | h | h
      · left; rw [h]; push_cast; ring
      · right; left; rw [h]; push_cast; ring
      · right; right; rw [h]; push_cast; ring
  rw [himage]
  apply Set.ncard_image_of_injective
  intro x y h
  have h' : A + B + C - x = A + B + C - y := Complex.ofReal_injective h
  linarith

/-- The rotor has three different energy levels if and only if `A`, `B`, `C` are
pairwise distinct. -/
theorem three_levels_iff (A B C : ℝ) :
    (levels A B C).ncard = 3 ↔ A ≠ B ∧ A ≠ C ∧ B ≠ C := by
  rw [ncard_levels]
  constructor
  · intro h
    have hp : ∀ x y : ℝ, ({x, y} : Set ℝ).ncard ≤ 2 := by
      intro x y
      have h1 := Set.ncard_insert_le x ({y} : Set ℝ)
      rw [Set.ncard_singleton] at h1
      exact h1
    -- any coincidence leaves at most two different constants
    refine ⟨fun e => ?_, fun e => ?_, fun e => ?_⟩
    · rw [e, Set.insert_eq_of_mem (show B ∈ ({B, C} : Set ℝ) by simp)] at h
      have h2 := hp B C
      omega
    · rw [e, Set.insert_eq_of_mem (show C ∈ ({B, C} : Set ℝ) by simp)] at h
      have h2 := hp B C
      omega
    · rw [e, Set.pair_eq_singleton] at h
      have h2 := hp A C
      omega
  · rintro ⟨hAB, hAC, hBC⟩
    exact Set.ncard_eq_three.mpr ⟨A, B, C, hAB, hAC, hBC, rfl⟩

/-- A symmetric top, with `A = B`, has two different energy levels if and only if
`A ≠ C`. -/
theorem symmetric_top_two_levels_iff (A C : ℝ) :
    (levels A A C).ncard = 2 ↔ A ≠ C := by
  rw [ncard_levels, Set.insert_eq_of_mem (show A ∈ ({A, C} : Set ℝ) by simp)]
  constructor
  · intro h e
    rw [e, Set.pair_eq_singleton, Set.ncard_singleton] at h
    omega
  · intro h
    exact Set.ncard_pair h

end

end RigidRotorLevels
```

```lean
#print axioms RigidRotorLevels.L_commutator
#print axioms RigidRotorLevels.three_levels_iff
#print axioms RigidRotorLevels.symmetric_top_two_levels_iff
```

```
'RigidRotorLevels.L_commutator' depends on axioms: [propext, Classical.choice, Quot.sound]
'RigidRotorLevels.three_levels_iff' depends on axioms: [propext, Classical.choice, Quot.sound]
'RigidRotorLevels.symmetric_top_two_levels_iff' depends on axioms: [propext, Classical.choice, Quot.sound]
```

## How the proof follows the algebra

`L_commutator` and `L_sq` replace the cross-product identities by a check of every matrix entry: `fin_cases` runs through the axis, row and column, and `simp` evaluates the sums. The commutator confirms the convention and is not used later. `rotor_eq_diagonal` adds the three squares.

`diagonal_eigenvalue_iff` is the eigenvalue argument above. `Function.ne_iff` supplies the nonzero component, `mul_right_cancel₀` cancels it, and `Pi.single i 1` is the basis vector along axis `i` for the converse. `mem_levels` applies this to the rotor and lists the three energies.

In `ncard_levels`, the step `himage` writes the set of levels as the image of $\{A,B,C\}$ under $t\mapsto S-t$, and `Set.ncard_image_of_injective` equates the two counts.

For `three_levels_iff`, any equality among the constants reduces $\{A,B,C\}$ to a set of at most two elements, and `omega` finds the contradiction with a count of three. The converse is `Set.ncard_eq_three`. The symmetric-top theorem reduces $\{A,A,C\}$ to $\{A,C\}$, which has two elements if $A\neq C$ and one otherwise.
